# A parabolic absorption edge A√(E − g)/E² contributes A/(4g^(3/2)) to the static dielectric constant

Let the imaginary part of the dielectric function be A√(E − g)/E² for photon energies E above a gap g > 0, and zero below. Then

(2/π) ∫₀^∞ Im ε(E)/E dE = A/(4g^(3/2)).

Half of this value comes from photon energies up to 2g. If the amplitude A depends on the gap, the contribution is the same for all gaps exactly when A is proportional to g^(3/2).

## The absorption edge and its static response

The square root is the joint density of states for vertical transitions between two parabolic bands in three dimensions, so g is the direct gap. The factor 1/E² appears when the momentum matrix element between the bands is taken as constant. The amplitude A collects the squared matrix element, the reduced mass to the power 3/2 and constants. Since Im ε is dimensionless, A has the dimension of energy^(3/2).

The Kramers–Kronig relation at zero frequency turns absorption into static polarisability: the integral above, with its prefactor 2/π, is what the edge adds to the real part of ε at E = 0. For this single edge, without excitons and with parabolic bands continued to all energies, the result shows how much a spectrum truncated at a finite energy misses: a cutoff at 2g loses half of the static contribution.

## An explicit primitive

Only energies above the gap contribute, so the integral needed is that of √(E − g)/E³ from g to infinity. Write s = √(E − g) and r = √g, so that E = s² + r², and consider

F(E) = arctan(s/r)/(4g^(3/2)) + s(E − 2g)/(4gE²).

For E > g, ds/dE = 1/(2s). Since 1 + s²/r² = E/g, the first term has the derivative

1/(4g^(3/2)) · (g/E) · 1/(2s√g) = 1/(8gsE) = E²/(8gsE³).

The second term has the derivative

(1/(4g)) · [(E − 2g)/(2sE²) + s/E² − 2s(E − 2g)/E³]
= [E(E − 2g) + 2s²E − 4s²(E − 2g)]/(8gsE³)
= (−E² + 8gE − 8g²)/(8gsE³),

where the last step uses s² = E − g. The sum is

F′(E) = 8g(E − g)/(8gsE³) = s/E³ = √(E − g)/E³.

## From the primitive to the static constant

At the edge s = 0, so F(g) = 0. At high energy the arctangent tends to π/2. For E ≥ 2g the second term of F lies between 0 and √E · E/(4gE²) = 1/(4g√E), so it vanishes in the limit. Hence

∫_g^∞ √(E − g)/E³ dE = π/(8g^(3/2)),

and multiplication by 2A/π gives A/(4g^(3/2)).

With a cutoff W ≥ g the same primitive gives (2/π) A F(W). At W = 2g the algebraic term is zero and arctan 1 = π/4, so F(2g) = π/(16g^(3/2)), half of the limiting value.

## When the gap drops out

Let A(g) be an amplitude that depends on the gap. If A(g) = c g^(3/2), the contribution is c/4 for every gap. Conversely, if the contribution is the same for all gaps, comparison with g = 1 gives

A(g)/(4g^(3/2)) = A(1)/4,

so A(g) = A(1) g^(3/2). For a fixed matrix element, this proportionality means a reduced mass proportional to the gap.

## The statements in Lean

Energies, gap and amplitude are real numbers in one fixed energy unit. `imEps A g E` is the spectrum, and `staticContribution A g` is the integral over `Ioi 0`, the positive energies, with the prefactor 2/π. `partialStatic A g W` stops at W, and `edgePrimitive g E` is F(E).

The main theorem, `staticContribution_eq`, assumes only `0 < g`. The amplitude may have either sign, although absorption requires A ≥ 0. In `gap_independent_iff` the amplitude is an arbitrary function `A : ℝ → ℝ`, with no continuity assumed, and only its values at positive gaps matter.

The Kramers–Kronig relation enters as the definition of `staticContribution`; it is not derived from causality. The form of the spectrum is likewise assumed and not obtained from a band structure.

```lean
import Mathlib

open Real Set Filter MeasureTheory Topology

namespace ParabolicEdge

noncomputable section

/-- Imaginary part of the dielectric function at photon energy `E` for a parabolic
absorption edge with gap `g` and amplitude `A`. -/
def imEps (A g E : ℝ) : ℝ := if g < E then A * √(E - g) / E ^ 2 else 0

/-- Contribution of the edge to the static dielectric constant: the Kramers-Kronig integral
at zero frequency. -/
def staticContribution (A g : ℝ) : ℝ := 2 / π * ∫ E in Ioi (0 : ℝ), imEps A g E / E

/-- The part of the static contribution that comes from photon energies up to `W`. -/
def partialStatic (A g W : ℝ) : ℝ := 2 / π * ∫ E in Ioc (0 : ℝ) W, imEps A g E / E

/-- The function `arctan(√(E-g)/√g)/(4g√g) + √(E-g)(E-2g)/(4gE²)` of the photon energy. -/
def edgePrimitive (g E : ℝ) : ℝ :=
  Real.arctan (√(E - g) / √g) / (4 * (g * √g)) + √(E - g) * (E - 2 * g) / (4 * g * E ^ 2)

/-- Above the gap, `edgePrimitive` has derivative `√(E-g)/E³`. -/
theorem hasDerivAt_edgePrimitive {g E : ℝ} (hg : 0 < g) (hE : g < E) :
    HasDerivAt (edgePrimitive g) (√(E - g) / E ^ 3) E := by
  have hE0 : 0 < E := hg.trans hE
  have hpos : 0 < E - g := sub_pos.2 hE
  -- the algebra, in terms of s = √(E - g) and r = √g
  have key : ∀ s r E g : ℝ, 0 < s → 0 < r → g = r ^ 2 → E = s ^ 2 + r ^ 2 →
      1 / (1 + (s / r) ^ 2) * (1 / (2 * s) / r) / (4 * (g * r)) +
        ((1 / (2 * s) * (E - 2 * g) + s * 1) * (4 * g * E ^ 2)
          - s * (E - 2 * g) * (4 * g * (2 * E))) / (4 * g * E ^ 2) ^ 2 = s / E ^ 3 := by
    rintro s r _ _ hs hr rfl rfl
    field_simp
    ring
  have hs : HasDerivAt (fun x : ℝ => √(x - g)) (1 / (2 * √(E - g))) E :=
    ((hasDerivAt_id' E).sub_const g).sqrt hpos.ne'
  have h1 := ((hs.div_const (√g)).arctan).div_const (4 * (g * √g))
  have hn := hs.fun_mul ((hasDerivAt_id' E).sub_const (2 * g))
  have hd : HasDerivAt (fun x : ℝ => 4 * g * x ^ 2) (4 * g * (2 * E)) E :=
    ((hasDerivAt_pow 2 E).const_mul (4 * g)).congr_deriv (by norm_num)
  have h2 := hn.fun_div hd (by positivity)
  refine (h1.fun_add h2).congr_deriv ?_
  exact key (√(E - g)) (√g) E g (Real.sqrt_pos.2 hpos) (Real.sqrt_pos.2 hg)
    (Real.sq_sqrt hg.le).symm (by rw [Real.sq_sqrt hpos.le, Real.sq_sqrt hg.le]; ring)

/-- `edgePrimitive` is continuous at every positive energy. -/
theorem continuousAt_edgePrimitive {g E : ℝ} (hg : 0 < g) (hE : 0 < E) :
    ContinuousAt (edgePrimitive g) E := by
  have hs : Continuous fun x : ℝ => √(x - g) :=
    Real.continuous_sqrt.comp (continuous_id.sub continuous_const)
  have h1 : Continuous fun x : ℝ => Real.arctan (√(x - g) / √g) / (4 * (g * √g)) :=
    (Real.continuous_arctan.comp (hs.div_const _)).div_const _
  have h2 : Continuous fun x : ℝ => √(x - g) * (x - 2 * g) :=
    hs.mul (continuous_id.sub continuous_const)
  have h3 : Continuous fun x : ℝ => 4 * g * x ^ 2 := by fun_prop
  exact h1.continuousAt.add (h2.continuousAt.div h3.continuousAt (by positivity))

/-- At high photon energy `edgePrimitive` tends to `π/(8g√g)`. -/
theorem tendsto_edgePrimitive {g : ℝ} (hg : 0 < g) :
    Tendsto (edgePrimitive g) atTop (𝓝 (π / 2 / (4 * (g * √g)))) := by
  have hsub : Tendsto (fun x : ℝ => x - g) atTop atTop :=
    tendsto_atTop.2 fun b => by
      filter_upwards [eventually_ge_atTop (b + g)] with x hx
      linarith
  have hs : Tendsto (fun x : ℝ => √(x - g) / √g) atTop atTop :=
    (Real.tendsto_sqrt_atTop.comp hsub).atTop_div_const (Real.sqrt_pos.2 hg)
  have h1 : Tendsto (fun x : ℝ => Real.arctan (√(x - g) / √g) / (4 * (g * √g))) atTop
      (𝓝 (π / 2 / (4 * (g * √g)))) :=
    ((tendsto_nhds_of_tendsto_nhdsWithin Real.tendsto_arctan_atTop).comp hs).div_const _
  -- the algebraic term decays at least as fast as 1/√E
  have h2 : Tendsto (fun x : ℝ => √(x - g) * (x - 2 * g) / (4 * g * x ^ 2)) atTop (𝓝 0) := by
    have hb : Tendsto (fun x : ℝ => 1 / (4 * g) / √x) atTop (𝓝 0) :=
      Real.tendsto_sqrt_atTop.const_div_atTop _
    refine tendsto_of_tendsto_of_tendsto_of_le_of_le' tendsto_const_nhds hb ?_ ?_
    · filter_upwards [eventually_ge_atTop (2 * g)] with x hx
      have : 0 ≤ x - 2 * g := by linarith
      positivity
    · filter_upwards [eventually_ge_atTop (2 * g)] with x hx
      have hx0 : 0 < x := by linarith
      have hq : 0 < √x := Real.sqrt_pos.2 hx0
      have hle : √(x - g) * (x - 2 * g) ≤ √x * x :=
        mul_le_mul (Real.sqrt_le_sqrt (by linarith)) (by linarith) (by linarith) hq.le
      have heq : 1 / (4 * g) / √x = √x * x / (4 * g * x ^ 2) := by
        rw [div_div, div_eq_div_iff (by positivity) (by positivity)]
        linear_combination (-(4 * g * x)) * Real.sq_sqrt hx0.le
      rw [heq]
      exact div_le_div_of_nonneg_right hle (by positivity)
  have h3 := h1.add h2
  rw [add_zero] at h3
  exact h3

/-- The function `√(E-g)/E³` is integrable over all energies above the gap. -/
theorem integrableOn_edge {g : ℝ} (hg : 0 < g) :
    IntegrableOn (fun E : ℝ => √(E - g) / E ^ 3) (Ioi g) :=
  integrableOn_Ioi_deriv_of_nonneg (continuousAt_edgePrimitive hg hg).continuousWithinAt
    (fun _ hx => hasDerivAt_edgePrimitive hg hx)
    (fun x hx => by have : 0 < x := hg.trans hx
                    positivity) (tendsto_edgePrimitive hg)

private theorem imEps_div (A g : ℝ) : (fun E => imEps A g E / E) =
    (Ioi g).indicator (fun E => A * (√(E - g) / E ^ 3)) := by
  funext E
  by_cases h : g < E
  · rw [indicator_of_mem (mem_Ioi.2 h), imEps, if_pos h]
    ring
  · rw [indicator_of_notMem (fun h' => h (mem_Ioi.1 h')), imEps, if_neg h, zero_div]

private theorem rpow_three_halves {g : ℝ} (hg : 0 < g) : g ^ (3 / 2 : ℝ) = g * √g := by
  rw [show (3 / 2 : ℝ) = 1 + 1 / 2 by norm_num, Real.rpow_add hg, Real.rpow_one,
    Real.sqrt_eq_rpow]

/-- The integrand `Im ε(E)/E` of the static Kramers-Kronig integral is integrable over all
positive energies. -/
theorem integrableOn_imEps_div (A : ℝ) {g : ℝ} (hg : 0 < g) :
    IntegrableOn (fun E => imEps A g E / E) (Ioi 0) := by
  rw [imEps_div]
  exact ((integrable_indicator_iff measurableSet_Ioi).2
    ((integrableOn_edge hg).const_mul A)).integrableOn

/-- A parabolic edge with amplitude `A` and gap `g` contributes `A/(4 g^(3/2))` to the static
dielectric constant. -/
theorem staticContribution_eq (A : ℝ) {g : ℝ} (hg : 0 < g) :
    staticContribution A g = A / (4 * g ^ (3 / 2 : ℝ)) := by
  have hI : ∫ E in Ioi g, √(E - g) / E ^ 3 = π / 2 / (4 * (g * √g)) - edgePrimitive g g :=
    integral_Ioi_of_hasDerivAt_of_nonneg (continuousAt_edgePrimitive hg hg).continuousWithinAt
      (fun _ hx => hasDerivAt_edgePrimitive hg hx)
      (fun x hx => by have : 0 < x := hg.trans hx
                      positivity) (tendsto_edgePrimitive hg)
  have h0 : edgePrimitive g g = 0 := by simp [edgePrimitive]
  -- only energies above the gap absorb
  have hset : Ioi (0 : ℝ) ∩ Ioi g = Ioi g :=
    inter_eq_right.2 (Ioi_subset_Ioi hg.le)
  rw [staticContribution, imEps_div, setIntegral_indicator measurableSet_Ioi, hset,
    integral_const_mul, hI, h0, rpow_three_halves hg]
  have hK : g * √g ≠ 0 := (mul_pos hg (Real.sqrt_pos.2 hg)).ne'
  have hπ : π ≠ 0 := Real.pi_ne_zero
  generalize g * √g = K at hK ⊢
  field_simp
  ring

/-- Photon energies up to a cutoff `W` at or above the gap contribute `(2/π) A` times
`edgePrimitive g W`. -/
theorem partialStatic_eq (A : ℝ) {g W : ℝ} (hg : 0 < g) (hW : g ≤ W) :
    partialStatic A g W = 2 / π * (A * edgePrimitive g W) := by
  have hI : ∫ E in g..W, √(E - g) / E ^ 3 = edgePrimitive g W - edgePrimitive g g :=
    intervalIntegral.integral_eq_sub_of_hasDerivAt_of_le hW
      (fun x hx => (continuousAt_edgePrimitive hg (hg.trans_le hx.1)).continuousWithinAt)
      (fun x hx => hasDerivAt_edgePrimitive hg hx.1)
      ((intervalIntegrable_iff_integrableOn_Ioc_of_le hW).2
        ((integrableOn_edge hg).mono_set Ioc_subset_Ioi_self))
  have h0 : edgePrimitive g g = 0 := by simp [edgePrimitive]
  have hset : Ioc (0 : ℝ) W ∩ Ioi g = Ioc g W := by
    ext x
    exact ⟨fun h => ⟨h.2, h.1.2⟩, fun h => ⟨⟨hg.trans h.1, h.2⟩, h.1⟩⟩
  rw [partialStatic, imEps_div, setIntegral_indicator measurableSet_Ioi, hset,
    integral_const_mul, ← intervalIntegral.integral_of_le hW, hI, h0, sub_zero]

/-- Photon energies up to twice the gap supply exactly half of the static contribution. -/
theorem partialStatic_two_mul_gap (A : ℝ) {g : ℝ} (hg : 0 < g) :
    partialStatic A g (2 * g) = staticContribution A g / 2 := by
  have hr : √g ≠ 0 := (Real.sqrt_pos.2 hg).ne'
  have hP : edgePrimitive g (2 * g) = π / 4 / (4 * (g * √g)) := by
    rw [edgePrimitive, show 2 * g - g = g by ring, div_self hr, Real.arctan_one, sub_self,
      mul_zero, zero_div, add_zero]
  rw [partialStatic_eq A hg (by linarith), staticContribution_eq A hg, hP,
    rpow_three_halves hg]
  have hK : g * √g ≠ 0 := mul_ne_zero hg.ne' hr
  have hπ : π ≠ 0 := Real.pi_ne_zero
  generalize g * √g = K at hK ⊢
  field_simp
  ring

/-- For an amplitude that depends on the gap, the static contribution is the same for all gaps
if and only if the amplitude is proportional to `g^(3/2)`. -/
theorem gap_independent_iff (A : ℝ → ℝ) :
    (∀ g₁ g₂ : ℝ, 0 < g₁ → 0 < g₂ →
      staticContribution (A g₁) g₁ = staticContribution (A g₂) g₂) ↔
    ∃ c : ℝ, ∀ g : ℝ, 0 < g → A g = c * g ^ (3 / 2 : ℝ) := by
  constructor
  · intro h
    -- the constant is fixed by the amplitude at unit gap
    refine ⟨A 1, fun g hg => ?_⟩
    have h1 := h g 1 hg one_pos
    have hK : 0 < g ^ (3 / 2 : ℝ) := Real.rpow_pos_of_pos hg _
    rw [staticContribution_eq _ hg, staticContribution_eq _ one_pos, Real.one_rpow,
      div_eq_div_iff (by positivity) (by norm_num)] at h1
    linarith
  · rintro ⟨c, hc⟩ g₁ g₂ h₁ h₂
    have hval : ∀ g : ℝ, 0 < g → staticContribution (A g) g = c / 4 := by
      intro g hg
      have hK : 0 < g ^ (3 / 2 : ℝ) := Real.rpow_pos_of_pos hg _
      rw [staticContribution_eq _ hg, hc g hg,
        div_eq_div_iff (by positivity) (by norm_num)]
      ring
    rw [hval g₁ h₁, hval g₂ h₂]

end

end ParabolicEdge
```

```lean
#print axioms ParabolicEdge.integrableOn_imEps_div
#print axioms ParabolicEdge.staticContribution_eq
#print axioms ParabolicEdge.partialStatic_two_mul_gap
#print axioms ParabolicEdge.gap_independent_iff
```

```
'ParabolicEdge.integrableOn_imEps_div' depends on axioms: [propext, Classical.choice, Quot.sound]
'ParabolicEdge.staticContribution_eq' depends on axioms: [propext, Classical.choice, Quot.sound]
'ParabolicEdge.partialStatic_two_mul_gap' depends on axioms: [propext, Classical.choice, Quot.sound]
'ParabolicEdge.gap_independent_iff' depends on axioms: [propext, Classical.choice, Quot.sound]
```

## How the proof follows the calculation

`hasDerivAt_edgePrimitive` is the differentiation of F. The chain, product and quotient rules produce an unsimplified derivative, and the auxiliary identity `key` reduces it to s/E³. Substituting g = r² and E = s² + r² removes the square roots, so `field_simp` and `ring` can finish the algebra.

The square root is not differentiable at the edge itself. `continuousAt_edgePrimitive` supplies the continuity that the fundamental theorem of calculus needs there. `tendsto_edgePrimitive` finds the limit at infinity, squeezing the algebraic term between 0 and 1/(4g√E).

Because the integrand is nonnegative and its primitive has a finite limit, `integrableOn_edge` obtains integrability without a separate estimate. `integrableOn_imEps_div` carries this over to Im ε(E)/E on all positive energies. This matters because Lean assigns the value 0 to the integral of a non-integrable function.

`imEps_div` writes Im ε(E)/E as a function that is cut to zero outside `Ioi g`. In `staticContribution_eq` this restricts the integral to energies above the gap, and the values of F at the edge and at infinity then give the result. `rpow_three_halves` identifies g^(3/2) with the product g√g that appears in F.

`partialStatic_eq` applies the fundamental theorem on the finite interval from g to W, and `partialStatic_two_mul_gap` evaluates it at 2g. The two directions of `gap_independent_iff` follow the argument above, with `A 1` as the constant c in the converse.
